# Gauss-Seidel iteration converges for strictly diagonally dominant matrices

Gauss-Seidel iteration can diverge on a linear system that has exactly one solution. Take $x_0+2x_1=0$ and $2x_0+x_1=0$, solved only by zero. Solving the first equation for $x_0$ and then the second for $x_1$, with the fresh $x_0$, replaces $x_1$ by $4x_1$. Every sweep multiplies the error in $x_1$ by four.

Strict diagonal dominance excludes this. Let $A$ be a complex matrix with rows and columns labelled by a finite ordered set, and let $R_i=\sum_{j\ne i}|A_{ij}|$. The condition is $|A_{ii}|>R_i$ for every $i$: each unknown's own coefficient outweighs its total coupling to all the others. A finite-difference grid for the linear screened Poisson equation, with positive screening and fixed boundary values, gives such a matrix in the standard nearest-neighbour discretisation.

The labels form a type `n` with a linear order, which is the order in which a sweep updates the unknowns.

```lean
import Mathlib

open Matrix Filter Topology

namespace GaussSeidelDominance

noncomputable section

variable {n : Type*} [LinearOrder n]
```

## Splitting the matrix and its row sums

Write $A=L+U$. The lower triangle $L$ keeps the entries with $j\le i$, so the diagonal belongs to it.

```lean
/-- The lower triangle `L` of a matrix, including the diagonal. -/
def lower (A : Matrix n n ℂ) : Matrix n n ℂ :=
  Matrix.of fun i j => if j ≤ i then A i j else 0
```

The strictly upper triangle $U$ keeps those with $i<j$.

```lean
/-- The strictly upper triangle `U` of a matrix. -/
def upper (A : Matrix n n ℂ) : Matrix n n ℂ :=
  Matrix.of fun i j => if i < j then A i j else 0
```

Each entry of $A$ falls into exactly one of the two parts, so they add up to $A$.

```lean
/-- The two triangular parts add up to the matrix: `L + U = A`. -/
theorem lower_add_upper (A : Matrix n n ℂ) : lower A + upper A = A := by
  ext i j
  rcases le_or_gt j i with h | h
  · simp [lower, upper, h, not_lt.2 h]
  · simp [lower, upper, h, not_le.2 h]
```

The sum $R_i$ is `offDiag A i`, and the dominance condition appears below as `offDiag A i < ‖A i i‖`.

```lean
variable [Fintype n]

/-- The sum `R_i` of the moduli of the off-diagonal entries in row `i`. -/
def offDiag (A : Matrix n n ℂ) (i : n) : ℝ := ∑ j with j ≠ i, ‖A i j‖
```

It splits as $R_i=l_i+u_i$. The left part is $l_i=\sum_{j<i}|A_{ij}|$.

```lean
/-- The part of `R_i` that comes from entries left of the diagonal. -/
def leftSum (A : Matrix n n ℂ) (i : n) : ℝ := ∑ j with j < i, ‖A i j‖
```

The right part is $u_i=\sum_{j>i}|A_{ij}|$.

```lean
/-- The part of `R_i` that comes from entries right of the diagonal. -/
def rightSum (A : Matrix n n ℂ) (i : n) : ℝ := ∑ j with i < j, ‖A i j‖
```

## A sweep as a triangular solve

For the system $Ax=b$, one sweep takes the old vector $x$ to the vector $y$ with $Ly=b-Ux$, that is, $y=L^{-1}(b-Ux)$.

```lean
/-- One Gauss-Seidel sweep for `A x = b`: the new vector is `L⁻¹ (b - U x)`. -/
def sweep (A : Matrix n n ℂ) (b x : n → ℂ) : n → ℂ :=
  (lower A)⁻¹ *ᵥ (b - upper A *ᵥ x)
```

To compare this with the row-by-row update, write out the two products. The first is
$$(Ly)_i=A_{ii}y_i+\sum_{j<i}A_{ij}y_j .$$
The proof compares the summands on both sides in the cases $j<i$, $j=i$ and $j>i$.

```lean
/-- Row `i` of `L y` contains the diagonal term and the terms with `j < i`. -/
theorem lower_mulVec (A : Matrix n n ℂ) (y : n → ℂ) (i : n) :
    (lower A *ᵥ y) i = A i i * y i + ∑ j with j < i, A i j * y j := by
  have hd : A i i * y i = ∑ j, if j = i then A i j * y j else 0 := by simp
  change ∑ j, lower A i j * y j = _
  rw [hd, Finset.sum_filter, ← Finset.sum_add_distrib]
  refine Finset.sum_congr rfl fun j _ => ?_
  rcases lt_trichotomy j i with h | h | h
  · simp [lower, h, h.le, h.ne]
  · simp [lower, h]
  · simp [lower, not_le.2 h, h.ne', not_lt.2 h.le]
```

The second is $(Ux)_i=\sum_{j>i}A_{ij}x_j$.

```lean
/-- Row `i` of `U x` contains the terms with `j > i`. -/
theorem upper_mulVec (A : Matrix n n ℂ) (x : n → ℂ) (i : n) :
    (upper A *ᵥ x) i = ∑ j with i < j, A i j * x j := by
  change ∑ j, upper A i j * x j = _
  rw [Finset.sum_filter]
  refine Finset.sum_congr rfl fun j _ => ?_
  by_cases h : i < j <;> simp [upper, h]
```

The determinant of a triangular matrix is the product of its diagonal entries, so $\det L=\prod_i A_{ii}$. If no $A_{ii}$ vanishes, $L$ is invertible. In Lean, invertibility is stated as `IsUnit` of the determinant.

```lean
/-- If no diagonal entry vanishes, the lower triangle is invertible. -/
theorem isUnit_det_lower (A : Matrix n n ℂ) (hA : ∀ i, A i i ≠ 0) :
    IsUnit (lower A).det := by
  have ht : (lower A).BlockTriangular OrderDual.toDual := by
    intro i j hij
    have h : i < j := OrderDual.toDual_lt_toDual.1 hij
    simp [lower, not_le.2 h]
  rw [Matrix.det_of_isLowerTriangular _ ht, isUnit_iff_ne_zero]
  refine Finset.prod_ne_zero_iff.2 fun i _ => ?_
  simpa [lower] using hA i
```

Row $i$ of $Ly=b-Ux$ can now be rearranged into
$$A_{ii}y_i=b_i-\sum_{j<i}A_{ij}y_j-\sum_{j>i}A_{ij}x_j .$$
This is the familiar update, with new values to the left of the diagonal and old values to the right. It needs only nonzero diagonal entries.

```lean
/-- If no diagonal entry vanishes, a sweep solves row `i` for the new component `i`, using new
values for `j < i` and old values for `j > i`. -/
theorem sweep_row (A : Matrix n n ℂ) (hA : ∀ i, A i i ≠ 0) (b x : n → ℂ) (i : n) :
    A i i * sweep A b x i =
      b i - ∑ j with j < i, A i j * sweep A b x j - ∑ j with i < j, A i j * x j := by
  have h : lower A *ᵥ sweep A b x = b - upper A *ᵥ x := by
    rw [sweep, Matrix.mulVec_mulVec, Matrix.mul_nonsing_inv _ (isUnit_det_lower A hA),
      Matrix.one_mulVec]
  have hi := congrFun h i
  rw [lower_mulVec, Pi.sub_apply, upper_mulVec] at hi
  linear_combination hi
```

## One contraction rate for all rows

Dominance says $l_i+u_i<|A_{ii}|$. Since $u_i\ge 0$, the difference $|A_{ii}|-l_i$ is positive, and $u_i$ is smaller than it. Each ratio $u_i/(|A_{ii}|-l_i)$ therefore lies in $[0,1)$. There are finitely many rows, so the largest ratio $q$ is also below 1, and
$$u_i\le q\,(|A_{ii}|-l_i)\quad\text{for all } i.$$
The proof first checks $R_i=l_i+u_i$ and then picks the maximal row with `Finite.exists_max`. An empty index set has no such row, and there $q=0$ serves.

```lean
/-- Strict diagonal dominance gives a single rate `q < 1` with
`u_i ≤ q (|A_ii| - l_i)` in every row, where `l_i` and `u_i` are the left and right row sums. -/
theorem exists_rate (A : Matrix n n ℂ) (hA : ∀ i, offDiag A i < ‖A i i‖) :
    ∃ q : ℝ, 0 ≤ q ∧ q < 1 ∧
      ∀ i, leftSum A i < ‖A i i‖ ∧ rightSum A i ≤ q * (‖A i i‖ - leftSum A i) := by
  have hs : ∀ i, offDiag A i = leftSum A i + rightSum A i := by
    intro i
    rw [offDiag, leftSum, rightSum, Finset.sum_filter, Finset.sum_filter, Finset.sum_filter,
      ← Finset.sum_add_distrib]
    refine Finset.sum_congr rfl fun j _ => ?_
    rcases lt_trichotomy j i with h | h | h
    · simp [h, h.ne, not_lt.2 h.le]
    · simp [h]
    · simp [h, h.ne', not_lt.2 h.le]
  have hr : ∀ i, 0 ≤ rightSum A i := fun i => Finset.sum_nonneg fun j _ => norm_nonneg _
  have hp : ∀ i, 0 < ‖A i i‖ - leftSum A i := fun i => by linarith [hA i, hs i, hr i]
  rcases isEmpty_or_nonempty n with hn | hn
  · exact ⟨0, le_rfl, one_pos, fun i => isEmptyElim i⟩
  -- the rate is the largest of the row ratios
  obtain ⟨m, hm⟩ := Finite.exists_max fun i => rightSum A i / (‖A i i‖ - leftSum A i)
  exact ⟨rightSum A m / (‖A m m‖ - leftSum A m), div_nonneg (hr m) (hp m).le,
    (div_lt_one (hp m)).2 (by linarith [hA m, hs m]),
    fun i => ⟨sub_pos.1 (hp i), (div_le_iff₀ (hp i)).1 (hm i)⟩⟩
```

Now suppose that $Ly=Ux$ and that $|x_j|\le c$ for all $j$. Choose the row $i$ in which $|y_i|$ is largest. That row reads
$$A_{ii}y_i=\sum_{j>i}A_{ij}x_j-\sum_{j<i}A_{ij}y_j .$$
The triangle inequality, with $|y_j|\le|y_i|$, gives
$$|A_{ii}|\,|y_i|\le u_i c+l_i|y_i| .$$
Hence
$$(|A_{ii}|-l_i)\,|y_i|\le u_i c\le q\,(|A_{ii}|-l_i)\,c .$$
Dividing by the positive factor leaves $|y_i|\le qc$, and every other component of $y$ is no larger. In the code, `hb` is the triangle inequality for a weighted sum, `h2` is the second display, and the last line performs the division.

```lean
/-- If `L y = U x` and all components of `x` are at most `c` in modulus, then those of `y`
are at most `q c`, where `q` is a rate with `u_i ≤ q (|A_ii| - l_i)` and `l_i < |A_ii|`. -/
theorem contraction (A : Matrix n n ℂ) {q c : ℝ} {x y : n → ℂ}
    (hq : ∀ i, leftSum A i < ‖A i i‖ ∧ rightSum A i ≤ q * (‖A i i‖ - leftSum A i))
    (h : lower A *ᵥ y = upper A *ᵥ x) (hx : ∀ j, ‖x j‖ ≤ c) (k : n) :
    ‖y k‖ ≤ q * c := by
  have hb : ∀ (s : Finset n) (a z : n → ℂ) (d : ℝ), (∀ j, ‖z j‖ ≤ d) →
      ‖∑ j ∈ s, a j * z j‖ ≤ (∑ j ∈ s, ‖a j‖) * d := by
    intro s a z d hz
    rw [Finset.sum_mul]
    refine norm_sum_le_of_le s fun j _ => ?_
    rw [norm_mul]
    exact mul_le_mul_of_nonneg_left (hz j) (norm_nonneg _)
  -- look at the row where `y` is largest
  have : Nonempty n := ⟨k⟩
  obtain ⟨i, hi⟩ := Finite.exists_max fun j => ‖y j‖
  refine (hi k).trans ?_
  have hrow := congrFun h i
  rw [lower_mulVec, upper_mulVec] at hrow
  have h2 : ‖A i i‖ * ‖y i‖ ≤ rightSum A i * c + leftSum A i * ‖y i‖ := by
    rw [← norm_mul, eq_sub_of_add_eq hrow]
    exact (norm_sub_le _ _).trans (add_le_add (hb _ _ _ _ hx) (hb _ _ _ _ hi))
  have hc : 0 ≤ c := (norm_nonneg _).trans (hx i)
  have h3 := mul_le_mul_of_nonneg_right (hq i).2 hc
  exact le_of_mul_le_mul_right (by linarith) (sub_pos.2 (hq i).1)
```

## Eigenvalues of $L^{-1}U$

Dominance forces $|A_{ii}|>R_i\ge0$, so $L$ is invertible. Let $L^{-1}Uv=\mu v$ with $v\ne0$. Multiplying by $L$ gives $L(\mu v)=Uv$, to which the contraction estimate applies with $y=\mu v$, $x=v$ and $c=|v_i|$, the largest modulus among the components of $v$. It yields $|\mu|\,|v_i|\le q\,|v_i|$. Since $|v_i|>0$, we get $|\mu|\le q<1$.

The theorem expresses "every eigenvalue" through explicit eigenvectors: for any complex `μ` and any nonzero `v` satisfying the eigenvalue equation, `‖μ‖ < 1`.

```lean
/-- For a strictly diagonally dominant matrix, `L` is invertible and every eigenvalue of
`L⁻¹ U` has modulus below 1. -/
theorem eigenvalue_norm_lt_one (A : Matrix n n ℂ) (hA : ∀ i, offDiag A i < ‖A i i‖) :
    IsUnit (lower A).det ∧ ∀ (μ : ℂ) (v : n → ℂ), v ≠ 0 →
      ((lower A)⁻¹ * upper A) *ᵥ v = μ • v → ‖μ‖ < 1 := by
  have hL : IsUnit (lower A).det := isUnit_det_lower A fun i =>
    norm_pos_iff.1 ((Finset.sum_nonneg fun j _ => norm_nonneg (A i j)).trans_lt (hA i))
  refine ⟨hL, fun μ v hv0 hv => ?_⟩
  obtain ⟨q, -, hq1, hq⟩ := exists_rate A hA
  have h : lower A *ᵥ (μ • v) = upper A *ᵥ v := by
    rw [← hv, Matrix.mulVec_mulVec, ← Matrix.mul_assoc, Matrix.mul_nonsing_inv _ hL,
      Matrix.one_mul]
  obtain ⟨k, hk⟩ := Function.ne_iff.1 hv0
  have : Nonempty n := ⟨k⟩
  -- compare both sides at the largest component of the eigenvector
  obtain ⟨i, hi⟩ := Finite.exists_max fun j => ‖v j‖
  have hpos : 0 < ‖v i‖ := (norm_pos_iff.2 hk).trans_le (hi k)
  have hc := contraction A hq h hi i
  rw [Pi.smul_apply, smul_eq_mul, norm_mul] at hc
  exact (le_of_mul_le_mul_right hc hpos).trans_lt hq1
```

## Convergence from every starting vector

If $A$ were singular, some $v\neq0$ would satisfy $Lv+Uv=0$, hence $L^{-1}Uv=-v$. That is an eigenvalue of modulus 1, which has just been excluded. So $A$ is invertible, and $s=A^{-1}b$ solves the system.

Let $y$ be the sweep of $x$. Subtracting $Ls=b-Us$ from $Ly=b-Ux$ gives
$$L(y-s)=-U(x-s)=U\bigl(-(x-s)\bigr).$$
The contraction estimate therefore applies to the error at each sweep. With $x^{(k)}$ the vector after $k$ sweeps, induction on $k$ gives
$$|x^{(k)}_i-s_i|\le q^k\sum_j|x^{(0)}_j-s_j| ,$$
and the right side tends to zero.

In the code these steps are `step`, `bound` and `lim`. The notation `(sweep A b)^[k] x₀` means $k$ sweeps applied to `x₀`, and `Tendsto … atTop` is the limit $k\to\infty$. The theorem states convergence; the geometric bound stays inside its proof. The arithmetic is exact, so rounding errors and stopping criteria are not modelled.

```lean
/-- For a strictly diagonally dominant matrix, `A` is invertible and the Gauss-Seidel
iteration converges to `A⁻¹ b` from every starting vector. -/
theorem gaussSeidel_tendsto (A : Matrix n n ℂ) (hA : ∀ i, offDiag A i < ‖A i i‖) :
    IsUnit A.det ∧ ∀ b x₀ : n → ℂ,
      Tendsto (fun k : ℕ => (sweep A b)^[k] x₀) atTop (𝓝 (A⁻¹ *ᵥ b)) := by
  obtain ⟨hL, hev⟩ := eigenvalue_norm_lt_one A hA
  have hdet : IsUnit A.det := by
    rw [isUnit_iff_ne_zero]
    intro h0
    -- a null vector of `A` would be an eigenvector of `L⁻¹ U` with eigenvalue `-1`
    obtain ⟨v, hv0, hv⟩ := Matrix.exists_mulVec_eq_zero_iff.2 h0
    have hs : lower A *ᵥ v + upper A *ᵥ v = 0 := by
      rw [← Matrix.add_mulVec, lower_add_upper, hv]
    have h1 := hev (-1) v hv0 (by
      rw [← Matrix.mulVec_mulVec, eq_neg_of_add_eq_zero_right hs, Matrix.mulVec_neg,
        Matrix.mulVec_mulVec, Matrix.nonsing_inv_mul _ hL, Matrix.one_mulVec, neg_smul,
        one_smul])
    norm_num at h1
  refine ⟨hdet, fun b x₀ => ?_⟩
  obtain ⟨q, hq0, hq1, hq⟩ := exists_rate A hA
  have hsol : A *ᵥ (A⁻¹ *ᵥ b) = b := by
    rw [Matrix.mulVec_mulVec, Matrix.mul_nonsing_inv _ hdet, Matrix.one_mulVec]
  generalize A⁻¹ *ᵥ b = s at hsol ⊢
  -- the error obeys `L e' = -U e`
  have step : ∀ x, lower A *ᵥ (sweep A b x - s) = upper A *ᵥ (-(x - s)) := by
    intro x
    have h1 : lower A *ᵥ sweep A b x = b - upper A *ᵥ x := by
      rw [sweep, Matrix.mulVec_mulVec, Matrix.mul_nonsing_inv _ hL, Matrix.one_mulVec]
    have h2 : lower A *ᵥ s + upper A *ᵥ s = b := by
      rw [← Matrix.add_mulVec, lower_add_upper, hsol]
    rw [Matrix.mulVec_sub, h1, Matrix.mulVec_neg, Matrix.mulVec_sub, eq_sub_of_add_eq h2]
    abel
  have bound : ∀ (k : ℕ) (i : n),
      ‖((sweep A b)^[k] x₀ - s) i‖ ≤ q ^ k * ∑ j, ‖(x₀ - s) j‖ := by
    intro k
    induction k with
    | zero =>
      intro i
      rw [pow_zero, one_mul]
      exact Finset.single_le_sum (f := fun j => ‖(x₀ - s) j‖)
        (fun j _ => norm_nonneg _) (Finset.mem_univ i)
    | succ k ih =>
      intro i
      rw [Function.iterate_succ_apply', pow_succ', mul_assoc]
      exact contraction A hq (step _) (fun j => by rw [Pi.neg_apply, norm_neg]; exact ih j) i
  have lim := (tendsto_pow_atTop_nhds_zero_of_lt_one hq0 hq1).mul_const (∑ j, ‖(x₀ - s) j‖)
  rw [zero_mul] at lim
  exact tendsto_pi_nhds.2 fun i => tendsto_iff_norm_sub_tendsto_zero.2
    (squeeze_zero (fun _ => norm_nonneg _) (fun k => bound k i) lim)
```

## Equality in every row is not enough

Let all four entries of a $2\times2$ matrix be 1.

```lean
/-- The two-site matrix with all entries equal to 1. -/
def marginal : Matrix (Fin 2) (Fin 2) ℂ := !![1, 1; 1, 1]
```

Then $|A_{ii}|=R_i=1$ in both rows, and
$$L^{-1}U=\begin{pmatrix}1&0\\-1&1\end{pmatrix}\begin{pmatrix}0&1\\0&0\end{pmatrix}=\begin{pmatrix}0&1\\0&-1\end{pmatrix}.$$
This matrix sends $(1,-1)$ to $(-1,1)$, so $-1$ is an eigenvalue, with normalised eigenvector $(1,-1)/\sqrt2$. The bound $|\mu|<1$ thus fails if the strict inequality is merely replaced by $|A_{ii}|\ge R_i$. Invertibility fails as well: the matrix of ones sends $(1,-1)$ to zero, so $Ax=b$ has no unique solution for the sweeps to find. The proof confirms the inverse of $L$ by multiplication and then compares components.

```lean
/-- For the two-site matrix of ones, `|A_ii| = R_i` in both rows and `L⁻¹ U` has the
eigenvalue `-1` with eigenvector `(1, -1)`. -/
theorem strict_dominance_sharp :
    (∀ i, offDiag marginal i = ‖marginal i i‖) ∧
      ((lower marginal)⁻¹ * upper marginal) *ᵥ ![1, -1] = (-1 : ℂ) • ![1, -1] := by
  constructor
  · intro i
    rw [offDiag, Finset.sum_filter, Fin.sum_univ_two]
    fin_cases i <;> simp [marginal]
  · have hL : (lower marginal)⁻¹ = !![1, 0; -1, 1] := Matrix.inv_eq_right_inv (by
      ext i j
      fin_cases i <;> fin_cases j <;>
        simp [lower, marginal, Matrix.mul_apply, Fin.sum_univ_two])
    rw [hL]
    ext i
    fin_cases i <;>
      simp [upper, marginal, Matrix.mulVec, dotProduct, Matrix.mul_apply, Fin.sum_univ_two]

end

end GaussSeidelDominance
```

```lean
#print axioms GaussSeidelDominance.sweep_row
-- 'GaussSeidelDominance.sweep_row' depends on axioms: [propext, Classical.choice, Quot.sound]
#print axioms GaussSeidelDominance.gaussSeidel_tendsto
-- 'GaussSeidelDominance.gaussSeidel_tendsto' depends on axioms: [propext, Classical.choice, Quot.sound]
#print axioms GaussSeidelDominance.strict_dominance_sharp
-- 'GaussSeidelDominance.strict_dominance_sharp' depends on axioms: [propext, Classical.choice, Quot.sound]
```
